# The norm relation for a position-dependent mass: logarithmic derivatives and core overlap

The equation \(-(p u')'/2 + V u = E u\) on \([0,R]\) can be posed for \(u''\) or for the flux \(p u'\). Here it is posed for the flux:
\[
(p u')' = 2(V-E)u, \qquad u(0)=0 .
\]
In atomic units, \(p\) is the inverse of the position-dependent mass, \(V\) a local potential, \(E\) the energy and \(R\) the core radius. The problem is one-dimensional and for one particle; its reduction from three dimensions is not treated.

In Lean 4 with Mathlib:

```lean
import Mathlib

open Set Filter Topology

namespace PositionDependentMassNorm

noncomputable section
```

In `IsRadialSolution`, a solution is a pair: `u` and its slope `du`. Derivatives are taken within \([0,R]\), hence one-sided at the ends, and \(p\) need not be differentiable by itself. A sharp mass step at nonzero flux is excluded, because \(u'\) would jump there. An integral form of the equation would admit such steps, at the price of derivatives that exist only almost everywhere. The equation is also imposed at \(x=0\), where \(u=0\) and \(V(0)\) is a finite number, so \((pu')'\) must vanish there. This excludes a bare Coulomb potential \(-Z/x\) with \(p=1\), whose nonzero solutions with \(u(0)=0\) have \(u''(0)=-2Zu'(0)\neq0\).

```lean
/-- A solution `u` with slope `du` of `-(p u')'/2 + V u = E u` on `[0,R]` that vanishes at the
origin; `p` is the inverse position-dependent mass, and the equation is written for the
flux `p u'`. -/
structure IsRadialSolution (p V : ℝ → ℝ) (R E : ℝ) (u du : ℝ → ℝ) : Prop where
  slope : ∀ x ∈ Icc 0 R, HasDerivWithinAt u (du x) (Icc 0 R) x
  flux : ∀ x ∈ Icc 0 R,
    HasDerivWithinAt (fun y => p y * du y) (2 * (V x - E) * u x) (Icc 0 R) x
  origin : u 0 = 0
```

The logarithmic derivative at the core radius is \(L=u'(R)/u(R)\).

```lean
/-- The logarithmic derivative `u'(R)/u(R)` at the core radius. -/
def boundaryLogDeriv (u du : ℝ → ℝ) (R : ℝ) : ℝ := du R / u R
```

## (a) From the expanded equation to the flux

**Show that differentiable \(p\) and twice differentiable \(u\) with \(-(p'u'+pu'')/2+Vu=Eu\) and \(u(0)=0\) give a solution in the above sense.**

By the product rule and then the equation,
\[
(pu')'=p'u'+pu''=2(V-E)u .
\]
This covers \(p\in C^1\) and \(u\in C^2\). Continuity of \(V\) is not needed. In the code, `linear_combination` performs the rearrangement.

```lean
/-- A twice differentiable `u` with `u(0) = 0` that satisfies the wave equation with
`(p u')'` expanded as `p' u' + p u''` is a radial solution. -/
theorem isRadialSolution_of_expanded {p dp V u du ddu : ℝ → ℝ} {R E : ℝ}
    (hp : ∀ x ∈ Icc 0 R, HasDerivWithinAt p (dp x) (Icc 0 R) x)
    (hu : ∀ x ∈ Icc 0 R, HasDerivWithinAt u (du x) (Icc 0 R) x)
    (hdu : ∀ x ∈ Icc 0 R, HasDerivWithinAt du (ddu x) (Icc 0 R) x)
    (heq : ∀ x ∈ Icc 0 R, -(dp x * du x + p x * ddu x) / 2 + V x * u x = E * u x)
    (h0 : u 0 = 0) : IsRadialSolution p V R E u du where
  slope := hu
  flux := fun x hx =>
    ((hp x hx).mul (hdu x hx)).congr_deriv (by linear_combination (-2) * heq x hx)
  origin := h0
```

## (b) The rate of change of the Wronskian

**For solutions \(u_1,u_2\) at energies \(E_1,E_2\), differentiate \(W=u_1\,pu_2'-u_2\,pu_1'\).**

\[
W'=u_1'pu_2'+2(V-E_2)u_1u_2-u_2'pu_1'-2(V-E_1)u_1u_2=2(E_1-E_2)u_1u_2 .
\]
The slope terms and the potential cancel. The proof applies the product rule to each `slope` and `flux`, and `ring` does the cancellation.

```lean
/-- The mass-weighted Wronskian of two solutions changes at the rate `2 (E₁ - E₂) u₁ u₂`. -/
theorem wronskian_hasDeriv {p V u₁ du₁ u₂ du₂ : ℝ → ℝ} {R E₁ E₂ : ℝ}
    (h₁ : IsRadialSolution p V R E₁ u₁ du₁) (h₂ : IsRadialSolution p V R E₂ u₂ du₂)
    {x : ℝ} (hx : x ∈ Icc 0 R) :
    HasDerivWithinAt (fun y => u₁ y * (p y * du₂ y) - u₂ y * (p y * du₁ y))
      (2 * (E₁ - E₂) * (u₁ x * u₂ x)) (Icc 0 R) x := by
  have h := ((h₁.slope x hx).mul (h₂.flux x hx)).sub ((h₂.slope x hx).mul (h₁.flux x hx))
  exact h.congr_deriv (by ring)
```

## (c) Integration over the core

**Express \(W(R)\) by the overlap of the two solutions.**

Since \(u_1(0)=u_2(0)=0\), we have \(W(0)=0\), so
\[
W(R)=\int_0^R W'\,dx=2(E_1-E_2)\int_0^R u_1u_2\,dx .
\]
The fundamental theorem of calculus needs an integrable \(W'\), which follows from the continuity of \(u_1\) and \(u_2\).

```lean
/-- The mass-weighted Wronskian at the core radius equals `2 (E₁ - E₂)` times the overlap
of the two solutions inside the core. -/
theorem wronskian_eq_overlap {p V u₁ du₁ u₂ du₂ : ℝ → ℝ} {R E₁ E₂ : ℝ} (hR : 0 ≤ R)
    (h₁ : IsRadialSolution p V R E₁ u₁ du₁) (h₂ : IsRadialSolution p V R E₂ u₂ du₂) :
    u₁ R * (p R * du₂ R) - u₂ R * (p R * du₁ R)
      = 2 * (E₁ - E₂) * ∫ x in (0 : ℝ)..R, u₁ x * u₂ x := by
  have c₁ : ContinuousOn u₁ (Icc 0 R) := fun x hx => (h₁.slope x hx).continuousWithinAt
  have c₂ : ContinuousOn u₂ (Icc 0 R) := fun x hx => (h₂.slope x hx).continuousWithinAt
  have hint : IntervalIntegrable (fun x => 2 * (E₁ - E₂) * (u₁ x * u₂ x))
      MeasureTheory.volume 0 R := by
    apply ContinuousOn.intervalIntegrable
    rw [uIcc_of_le hR]
    exact continuousOn_const.mul (c₁.mul c₂)
  -- integrate the Wronskian's derivative over the core
  have h := intervalIntegral.integral_eq_sub_of_hasDerivAt_of_le hR
    (fun x hx => (wronskian_hasDeriv h₁ h₂ hx).continuousWithinAt)
    (fun x hx => (wronskian_hasDeriv h₁ h₂ (Ioo_subset_Icc_self hx)).hasDerivAt
      (Icc_mem_nhds hx.1 hx.2)) hint
  rw [intervalIntegral.integral_const_mul] at h
  rw [h, h₁.origin, h₂.origin]
  ring
```

## (d) The norm relation

**Let \(u_1(R)\) and \(u_2(R)\) be nonzero. Rewrite (c) with \(L_i=u_i'(R)/u_i(R)\).**

Substituting \(u_i'(R)=L_iu_i(R)\) in \(W(R)\) gives
\[
p(R)u_1(R)u_2(R)(L_2-L_1)=2(E_1-E_2)\int_0^R u_1u_2\,dx .
\]
The condition at the origin matters. Take \(p=1\), \(V=0\), \(E_1=E_2=0\), \(u_1=1\), \(u_2=x\) and \(R>0\): only \(u_1(0)=0\) fails, yet the left side is \(1\) and the right side \(0\).

```lean
/-- The norm relation for a position-dependent mass: the difference of the logarithmic
derivatives at `R`, weighted by `p(R) u₁(R) u₂(R)`, is `2 (E₁ - E₂)` times the core overlap. -/
theorem norm_relation {p V u₁ du₁ u₂ du₂ : ℝ → ℝ} {R E₁ E₂ : ℝ} (hR : 0 ≤ R)
    (h₁ : IsRadialSolution p V R E₁ u₁ du₁) (h₂ : IsRadialSolution p V R E₂ u₂ du₂)
    (n₁ : u₁ R ≠ 0) (n₂ : u₂ R ≠ 0) :
    p R * u₁ R * u₂ R * (boundaryLogDeriv u₂ du₂ R - boundaryLogDeriv u₁ du₁ R)
      = 2 * (E₁ - E₂) * ∫ x in (0 : ℝ)..R, u₁ x * u₂ x := by
  have a₁ : du₁ R / u₁ R * u₁ R = du₁ R := div_mul_cancel₀ _ n₁
  have a₂ : du₂ R / u₂ R * u₂ R = du₂ R := div_mul_cancel₀ _ n₂
  unfold boundaryLogDeriv
  linear_combination wronskian_eq_overlap hR h₁ h₂ + p R * u₁ R * a₂ - p R * u₂ R * a₁
```

## (e) Equal logarithmic derivatives

**Let also \(E_1\ne E_2\) and \(p(R)\ne0\). When is \(L_1=L_2\)?**

The factors \(p(R)u_1(R)u_2(R)\) and \(2(E_1-E_2)\) in (d) are nonzero. Hence \(L_1=L_2\) exactly when \(\int_0^R u_1u_2\,dx=0\).

```lean
/-- Two solutions at different energies have the same logarithmic derivative at `R` exactly
when they are orthogonal on the core region. -/
theorem logDeriv_eq_iff_orthogonal {p V u₁ du₁ u₂ du₂ : ℝ → ℝ} {R E₁ E₂ : ℝ} (hR : 0 ≤ R)
    (h₁ : IsRadialSolution p V R E₁ u₁ du₁) (h₂ : IsRadialSolution p V R E₂ u₂ du₂)
    (n₁ : u₁ R ≠ 0) (n₂ : u₂ R ≠ 0) (hp : p R ≠ 0) (hE : E₁ ≠ E₂) :
    boundaryLogDeriv u₁ du₁ R = boundaryLogDeriv u₂ du₂ R
      ↔ ∫ x in (0 : ℝ)..R, u₁ x * u₂ x = 0 := by
  have h := norm_relation hR h₁ h₂ n₁ n₂
  constructor
  · intro hL
    rw [hL, sub_self, mul_zero] at h
    exact (mul_eq_zero.mp h.symm).resolve_left (mul_ne_zero two_ne_zero (sub_ne_zero.mpr hE))
  · intro hI
    rw [hI, mul_zero] at h
    exact (sub_eq_zero.mp ((mul_eq_zero.mp h).resolve_left
      (mul_ne_zero (mul_ne_zero hp n₁) n₂))).symm
```

## (f) The energy derivative

**Let \(u_E(x)\) be a solution for every real \(E\), jointly continuous in \((E,x)\), with \(p(R)\ne0\) and \(u_{E_0}(R)\neq0\). Find \(dL/dE\) at \(E_0\).**

By continuity, \(u_E(R)\ne0\) for \(E\) near \(E_0\). For such \(E\ne E_0\), (d) gives
\[
\frac{L(E)-L(E_0)}{E-E_0}=-\frac{2\int_0^R u_{E_0}u_E\,dx}{p(R)u_{E_0}(R)u_E(R)}
\;\longrightarrow\;-\frac{2\int_0^R u_{E_0}^2\,dx}{p(R)u_{E_0}(R)^2} .
\]
The continuous family is assumed, not constructed; it stands for a choice of amplitude at each energy that does not jump. In the proof, `hlim` is the limit of the right-hand quotient, and `filter_upwards` identifies it with the difference quotient near \(E_0\).

```lean
/-- For a continuous family of solutions, the energy derivative of the logarithmic derivative
at `R` is `-2 ∫ u² / (p(R) u(R)²)`, with the integral over the core. -/
theorem hasDerivAt_logDeriv {p V : ℝ → ℝ} {u du : ℝ → ℝ → ℝ} {R E₀ : ℝ} (hR : 0 ≤ R)
    (hs : ∀ E, IsRadialSolution p V R E (u E) (du E))
    (hc : Continuous (fun z : ℝ × ℝ => u z.1 z.2)) (hp : p R ≠ 0) (hn : u E₀ R ≠ 0) :
    HasDerivAt (fun E => boundaryLogDeriv (u E) (du E) R)
      (-(2 * ∫ x in (0 : ℝ)..R, u E₀ x ^ 2) / (p R * u E₀ R ^ 2)) E₀ := by
  simp only [sq]
  rw [hasDerivAt_iff_tendsto_slope]
  have h0 : Continuous (u E₀) := hc.comp (continuous_const.prodMk continuous_id)
  have hb : Continuous (fun E => u E R) := hc.comp (continuous_id.prodMk continuous_const)
  have hint : Continuous (fun E => ∫ x in (0 : ℝ)..R, u E₀ x * u E x) :=
    intervalIntegral.continuous_parametric_intervalIntegral_of_continuous'
      (f := fun E x => u E₀ x * u E x) ((h0.comp continuous_snd).mul hc) 0 R
  have hnum : Continuous (fun E => -(2 * ∫ x in (0 : ℝ)..R, u E₀ x * u E x)) :=
    (continuous_const.mul hint).neg
  have hden : Continuous (fun E => p R * (u E₀ R * u E R)) :=
    continuous_const.mul (continuous_const.mul hb)
  have hlim := (hnum.continuousAt.div hden.continuousAt
    (mul_ne_zero hp (mul_ne_zero hn hn))).tendsto.mono_left
      (nhdsWithin_le_nhds (a := E₀) (s := {E₀}ᶜ))
  refine hlim.congr' ?_
  -- near the reference energy the difference quotient is given by the norm relation
  have hne : ∀ᶠ E in 𝓝 E₀, u E R ≠ 0 := hb.continuousAt.eventually_ne hn
  filter_upwards [self_mem_nhdsWithin, hne.filter_mono nhdsWithin_le_nhds] with E hE hER
  have hrel := norm_relation hR (hs E₀) (hs E) hn hER
  have hd : E - E₀ ≠ 0 := sub_ne_zero.mpr hE
  rw [slope_def_field]
  change -(2 * ∫ x in (0 : ℝ)..R, u E₀ x * u E x) / (p R * (u E₀ R * u E R)) = _
  rw [div_eq_div_iff (mul_ne_zero hp (mul_ne_zero hn hER)) hd]
  linear_combination -hrel
```

## (g) Norm conservation

**Compare a second such family \(w_E\), with inverse mass \(q\) and potential \(W\) (now a potential, not the Wronskian), where \(q(R)=p(R)\) and \(w_{E_0}(R)=u_{E_0}(R)\).**

Both derivatives in (f) have the same nonzero denominator, so they agree exactly when
\[
\int_0^R u_{E_0}^2\,dx=\int_0^R w_{E_0}^2\,dx .
\]
For a norm-conserving pseudopotential in this one-particle model, with local potentials that are finite at the origin in both problems (so not a bare nuclear Coulomb potential), matching the core norm therefore matches the scattering behaviour to first order in energy, provided that \(L\) itself agrees at \(E_0\) and that the masses and potentials of the two problems coincide outside the core.

```lean
/-- Two problems with different masses and potentials in the core, but equal mass and amplitude
at `R`, have equal energy derivatives of the logarithmic derivative exactly when their core
norms agree. -/
theorem norm_conservation_iff {p V q W : ℝ → ℝ} {u du w dw : ℝ → ℝ → ℝ} {R E₀ : ℝ}
    (hR : 0 ≤ R) (hu : ∀ E, IsRadialSolution p V R E (u E) (du E))
    (hw : ∀ E, IsRadialSolution q W R E (w E) (dw E))
    (cu : Continuous (fun z : ℝ × ℝ => u z.1 z.2))
    (cw : Continuous (fun z : ℝ × ℝ => w z.1 z.2))
    (hp : p R ≠ 0) (hn : u E₀ R ≠ 0) (hq : q R = p R) (hm : w E₀ R = u E₀ R) :
    deriv (fun E => boundaryLogDeriv (u E) (du E) R) E₀
        = deriv (fun E => boundaryLogDeriv (w E) (dw E) R) E₀
      ↔ ∫ x in (0 : ℝ)..R, u E₀ x ^ 2 = ∫ x in (0 : ℝ)..R, w E₀ x ^ 2 := by
  rw [(hasDerivAt_logDeriv hR hu cu hp hn).deriv,
    (hasDerivAt_logDeriv hR hw cw (hq ▸ hp) (hm ▸ hn)).deriv, hq, hm,
    div_left_inj' (mul_ne_zero hp (pow_ne_zero 2 hn))]
  constructor <;> intro h <;> linarith
```

## (h) An explicit pair

**Check that \(x\) and \(5x^3-3x\) are solutions for \(p=1-x^2\), \(V=0\), at energies \(1\) and \(6\).**

\[
(1-x^2)'=-2x,\qquad \big((1-x^2)(15x^2-3)\big)'=36x-60x^3=-12(5x^3-3x) .
\]
These are \(-2Eu\) for \(E=1\) and \(E=6\), and both functions vanish at \(0\). The mass is positive on the whole core if \(R<1\). The code supplies the derivatives and applies (a).

```lean
/-- With `p = 1 - x²` and `V = 0`, the functions `x` and `5x³ - 3x` are radial solutions at
energies `1` and `6`. -/
theorem isRadialSolution_witness (R : ℝ) :
    IsRadialSolution (fun x => 1 - x ^ 2) (fun _ => 0) R 1 (fun x => x) (fun _ => 1) ∧
    IsRadialSolution (fun x => 1 - x ^ 2) (fun _ => 0) R 6
      (fun x => 5 * x ^ 3 - 3 * x) (fun x => 15 * x ^ 2 - 3) := by
  have hp : ∀ x : ℝ, HasDerivAt (fun y : ℝ => 1 - y ^ 2) (-2 * x) x := fun x =>
    ((hasDerivAt_const x (1 : ℝ)).sub (hasDerivAt_pow 2 x)).congr_deriv (by norm_num)
  have hu : ∀ x : ℝ, HasDerivAt (fun y : ℝ => 5 * y ^ 3 - 3 * y) (15 * x ^ 2 - 3) x := fun x =>
    (((hasDerivAt_pow 3 x).const_mul 5).sub ((hasDerivAt_id x).const_mul 3)).congr_deriv
      (by norm_num; ring)
  have hd : ∀ x : ℝ, HasDerivAt (fun y : ℝ => 15 * y ^ 2 - 3) (30 * x) x := fun x =>
    (((hasDerivAt_pow 2 x).const_mul 15).sub (hasDerivAt_const x (3 : ℝ))).congr_deriv
      (by norm_num; ring)
  constructor
  · exact isRadialSolution_of_expanded (dp := fun x => -2 * x) (ddu := fun _ => 0)
      (fun x _ => (hp x).hasDerivWithinAt) (fun x _ => (hasDerivAt_id x).hasDerivWithinAt)
      (fun x _ => (hasDerivAt_const x (1 : ℝ)).hasDerivWithinAt)
      (fun x _ => by ring) rfl
  · exact isRadialSolution_of_expanded (dp := fun x => -2 * x) (ddu := fun x => 30 * x)
      (fun x _ => (hp x).hasDerivWithinAt) (fun x _ => (hu x).hasDerivWithinAt)
      (fun x _ => (hd x).hasDerivWithinAt) (fun x _ => by ring) (by norm_num)

end

end PositionDependentMassNorm
```

```lean
#print axioms PositionDependentMassNorm.norm_relation
#print axioms PositionDependentMassNorm.logDeriv_eq_iff_orthogonal
#print axioms PositionDependentMassNorm.norm_conservation_iff
```

```
'PositionDependentMassNorm.norm_relation' depends on axioms: [propext, Classical.choice, Quot.sound]
'PositionDependentMassNorm.logDeriv_eq_iff_orthogonal' depends on axioms: [propext, Classical.choice, Quot.sound]
'PositionDependentMassNorm.norm_conservation_iff' depends on axioms: [propext, Classical.choice, Quot.sound]
```
